# The compact form of m inverse BFGS updates with nonzero curvatures

Applying m inverse BFGS updates, with steps s_i and gradient changes y_i that satisfy s_iᵀ y_i ≠ 0, to any real square matrix H₀ gives

H_m = (I − S R⁻ᵀ Yᵀ) H₀ (I − Y R⁻¹ Sᵀ) + S R⁻ᵀ D R⁻¹ Sᵀ,

where S and Y have the vectors s_i and y_i (i = 0, …, m−1) as columns, R is the upper triangular part of SᵀY including its diagonal, and D is the diagonal matrix of the numbers s_iᵀ y_i.

```lean
import Mathlib

open Matrix

namespace CompactLBFGS

noncomputable section

variable {n : Type*} [Fintype n] [DecidableEq n]

/-- The BFGS factor `I - y sᵀ / (sᵀ y)` of a step `s` and a gradient change `y`. -/
def factor (s y : n → ℝ) : Matrix n n ℝ :=
  1 - (s ⬝ᵥ y)⁻¹ • vecMulVec y s

/-- One inverse BFGS update of the approximate inverse Hessian `H`. -/
def update (H : Matrix n n ℝ) (s y : n → ℝ) : Matrix n n ℝ :=
  (factor s y)ᵀ * H * factor s y + (s ⬝ᵥ y)⁻¹ • vecMulVec s s

/-- The approximate inverse Hessian after a number of updates of `H₀`. -/
def invHessian (H₀ : Matrix n n ℝ) (s y : ℕ → n → ℝ) : ℕ → Matrix n n ℝ
  | 0 => H₀
  | k + 1 => update (invHessian H₀ s y k) (s k) (y k)

/-- The ordered product of the first BFGS factors, the oldest on the left. -/
def factorProduct (s y : ℕ → n → ℝ) : ℕ → Matrix n n ℝ
  | 0 => 1
  | k + 1 => factorProduct s y k * factor (s k) (y k)

/-- The matrix whose columns are the first `m` vectors of a history. -/
def history (v : ℕ → n → ℝ) (m : ℕ) : Matrix n (Fin m) ℝ :=
  fun a i => v i a

/-- The upper triangular part `R` of `Sᵀ Y`, including the diagonal. -/
def upper (s y : ℕ → n → ℝ) (m : ℕ) : Matrix (Fin m) (Fin m) ℝ :=
  fun i j => if (i : ℕ) ≤ (j : ℕ) then ((history s m)ᵀ * history y m) i j else 0

/-- The diagonal matrix `D` of the curvatures `sᵢᵀ yᵢ`. -/
def curvature (s y : ℕ → n → ℝ) (m : ℕ) : Matrix (Fin m) (Fin m) ℝ :=
  diagonal fun i => s i ⬝ᵥ y i

omit [DecidableEq n] in
/-- The determinant of `R` is the product of the curvatures. -/
theorem det_upper (s y : ℕ → n → ℝ) (m : ℕ) :
    (upper s y m).det = ∏ i : Fin m, s i ⬝ᵥ y i := by
  have ht : (upper s y m).BlockTriangular id :=
    fun i j h => if_neg (not_le_of_gt h)
  rw [Matrix.det_of_isUpperTriangular ht]
  exact Finset.prod_congr rfl fun i _ => if_pos le_rfl

omit [DecidableEq n] in
/-- `R` is invertible exactly when all curvatures are nonzero. -/
theorem isUnit_det_upper_iff (s y : ℕ → n → ℝ) (m : ℕ) :
    IsUnit (upper s y m).det ↔ ∀ i < m, s i ⬝ᵥ y i ≠ 0 := by
  rw [det_upper, isUnit_iff_ne_zero, Finset.prod_ne_zero_iff]
  exact ⟨fun h i hi => h ⟨i, hi⟩ (Finset.mem_univ _), fun h i _ => h i i.isLt⟩

/-- For nonzero curvatures, some solution `W` of `R W = Sᵀ` gives both the product of the BFGS
factors and the updated inverse Hessian. -/
theorem exists_coefficients (H₀ : Matrix n n ℝ) (s y : ℕ → n → ℝ) (m : ℕ)
    (h : ∀ i < m, s i ⬝ᵥ y i ≠ 0) :
    ∃ W : Matrix (Fin m) n ℝ, upper s y m * W = (history s m)ᵀ ∧
      factorProduct s y m = 1 - history y m * W ∧
      invHessian H₀ s y m = (factorProduct s y m)ᵀ * H₀ * factorProduct s y m
        + Wᵀ * curvature s y m * W := by
  induction m with
  | zero =>
    refine ⟨0, ?_, ?_, ?_⟩
    · ext i
      exact i.elim0
    · simp [factorProduct]
    · simp [factorProduct, invHessian]
  | succ m ih =>
    obtain ⟨W, hW, hP, hH⟩ := ih fun i hi => h i (Nat.lt_succ_of_lt hi)
    have hd : s m ⬝ᵥ y m ≠ 0 := h m (Nat.lt_succ_self m)
    -- old rows are multiplied by the new factor, and one new row is appended
    obtain ⟨W', hc, hl⟩ : ∃ W' : Matrix (Fin (m + 1)) n ℝ,
        (∀ (j : Fin m) (a : n), W' j.castSucc a = (W * factor (s m) (y m)) j a) ∧
        (∀ a : n, W' (Fin.last m) a = (s m ⬝ᵥ y m)⁻¹ * s m a) :=
      ⟨fun i => Fin.snoc (α := fun _ => n → ℝ)
        (fun j => (W * factor (s m) (y m)) j) ((s m ⬝ᵥ y m)⁻¹ • s m) i,
        by intro j a; simp, by intro a; simp⟩
    have hA : history y (m + 1) * W' = history y m * (W * factor (s m) (y m))
        + (s m ⬝ᵥ y m)⁻¹ • vecMulVec (y m) (s m) := by
      ext a b
      rw [Matrix.mul_apply, Fin.sum_univ_castSucc]
      simp only [hc, hl]
      rw [Matrix.add_apply, Matrix.mul_apply]
      refine congrArg₂ (· + ·) rfl ?_
      change y m a * ((s m ⬝ᵥ y m)⁻¹ * s m b) = (s m ⬝ᵥ y m)⁻¹ * (y m a * s m b)
      ring
    have hq : ∀ (k : ℕ) (M : Matrix (Fin k) n ℝ) (d : Fin k → ℝ) (a b : n),
        (Mᵀ * diagonal d * M) a b = ∑ i, M i a * d i * M i b := by
      intro k M d a b
      rw [Matrix.mul_apply]
      simp only [Matrix.mul_diagonal, Matrix.transpose_apply]
    have hB : W'ᵀ * curvature s y (m + 1) * W' =
        (W * factor (s m) (y m))ᵀ * curvature s y m * (W * factor (s m) (y m))
        + (s m ⬝ᵥ y m)⁻¹ • vecMulVec (s m) (s m) := by
      ext a b
      unfold curvature
      rw [Matrix.add_apply, hq, hq, Fin.sum_univ_castSucc]
      simp only [hc, hl]
      refine congrArg₂ (· + ·) rfl ?_
      change (s m ⬝ᵥ y m)⁻¹ * s m a * (s m ⬝ᵥ y m) * ((s m ⬝ᵥ y m)⁻¹ * s m b)
        = (s m ⬝ᵥ y m)⁻¹ * (s m a * s m b)
      field_simp
    refine ⟨W', ?_, ?_, ?_⟩
    · -- the triangular system holds row by row
      ext i a
      rw [Matrix.mul_apply, Fin.sum_univ_castSucc]
      refine Fin.lastCases ?_ (fun i => ?_) i
      · have h0 : ∀ j : Fin m, upper s y (m + 1) (Fin.last m) j.castSucc = 0 :=
          fun j => if_neg (not_le_of_gt j.isLt)
        have h1 : upper s y (m + 1) (Fin.last m) (Fin.last m) = s m ⬝ᵥ y m :=
          if_pos le_rfl
        simp only [h0, h1, hl, zero_mul, Finset.sum_const_zero, zero_add]
        exact mul_inv_cancel_left₀ hd _
      · have h0 : ∀ j : Fin m,
            upper s y (m + 1) i.castSucc j.castSucc = upper s y m i j := fun j => rfl
        have h1 : upper s y (m + 1) i.castSucc (Fin.last m) = s i ⬝ᵥ y m :=
          if_pos (le_of_lt i.isLt)
        have h2 : ∑ j, upper s y m i j * (W * factor (s m) (y m)) j a
            = ((history s m)ᵀ * factor (s m) (y m)) i a := by
          rw [← hW, Matrix.mul_assoc]
          exact Matrix.mul_apply.symm
        have h3 : ((history s m)ᵀ * factor (s m) (y m)) i a
            = s i a - (s m ⬝ᵥ y m)⁻¹ * ((s i ⬝ᵥ y m) * s m a) := by
          rw [factor, Matrix.mul_sub, Matrix.mul_one, Matrix.mul_smul,
            Matrix.mul_vecMulVec]
          rfl
        simp only [h0, h1, hc, hl]
        rw [h2, h3]
        change _ = s i a
        ring
    · have hV : factor (s m) (y m) + (s m ⬝ᵥ y m)⁻¹ • vecMulVec (y m) (s m) = 1 :=
        sub_add_cancel _ _
      rw [factorProduct, hP, hA, Matrix.sub_mul, Matrix.one_mul, Matrix.mul_assoc, ← hV]
      abel
    · rw [hB]
      simp only [invHessian, update, hH, factorProduct, Matrix.transpose_mul,
        Matrix.mul_add, Matrix.add_mul, Matrix.mul_assoc, add_assoc]

/-- For nonzero curvatures, the product of the first `m` BFGS factors is `I - Y R⁻¹ Sᵀ`. -/
theorem factorProduct_compact (s y : ℕ → n → ℝ) (m : ℕ)
    (h : ∀ i < m, s i ⬝ᵥ y i ≠ 0) :
    factorProduct s y m = 1 - history y m * (upper s y m)⁻¹ * (history s m)ᵀ := by
  obtain ⟨W, hW, hP, -⟩ := exists_coefficients 0 s y m h
  rw [hP, ← hW, Matrix.mul_assoc, ← Matrix.mul_assoc (upper s y m)⁻¹,
    Matrix.nonsing_inv_mul _ ((isUnit_det_upper_iff s y m).2 h), Matrix.one_mul]

/-- Compact representation: `m` inverse BFGS updates of `H₀` with nonzero curvatures give `(I - S
R⁻ᵀ Yᵀ) H₀ (I - Y R⁻¹ Sᵀ) + S R⁻ᵀ D R⁻¹ Sᵀ`. -/
theorem invHessian_compact (H₀ : Matrix n n ℝ) (s y : ℕ → n → ℝ) (m : ℕ)
    (h : ∀ i < m, s i ⬝ᵥ y i ≠ 0) :
    invHessian H₀ s y m =
      (1 - history s m * (upper s y m)⁻¹ᵀ * (history y m)ᵀ) * H₀ *
        (1 - history y m * (upper s y m)⁻¹ * (history s m)ᵀ)
      + history s m * (upper s y m)⁻¹ᵀ * curvature s y m *
        (upper s y m)⁻¹ * (history s m)ᵀ := by
  obtain ⟨W, hW, -, hH⟩ := exists_coefficients H₀ s y m h
  -- invertibility of `R` identifies the coefficients
  have hW' : W = (upper s y m)⁻¹ * (history s m)ᵀ := by
    rw [← hW, ← Matrix.mul_assoc,
      Matrix.nonsing_inv_mul _ ((isUnit_det_upper_iff s y m).2 h), Matrix.one_mul]
  rw [hH, factorProduct_compact s y m h, hW']
  simp only [Matrix.transpose_sub, Matrix.transpose_one, Matrix.transpose_mul,
    Matrix.transpose_transpose, Matrix.mul_assoc]

/-- For nonzero curvatures, the updated inverse Hessian is `H₀` plus a correction built from `S`,
`Y`, `H₀ Y` and `Yᵀ H₀`. -/
theorem invHessian_correction (H₀ : Matrix n n ℝ) (s y : ℕ → n → ℝ) (m : ℕ)
    (h : ∀ i < m, s i ⬝ᵥ y i ≠ 0) :
    invHessian H₀ s y m = H₀
      + history s m * (upper s y m)⁻¹ᵀ *
        (curvature s y m + (history y m)ᵀ * H₀ * history y m) *
        (upper s y m)⁻¹ * (history s m)ᵀ
      - history s m * (upper s y m)⁻¹ᵀ * ((history y m)ᵀ * H₀)
      - H₀ * history y m * (upper s y m)⁻¹ * (history s m)ᵀ := by
  rw [invHessian_compact H₀ s y m h]
  simp only [Matrix.sub_mul, Matrix.mul_sub, Matrix.one_mul, Matrix.mul_one,
    Matrix.mul_add, Matrix.add_mul, Matrix.mul_assoc]
  abel

/-- For nonzero curvatures and `c = R⁻¹ Sᵀ x`, the quadratic form of the updated inverse Hessian at
`x` is that of `H₀` at `x - Y c` plus the sum of the squares `cᵢ²` weighted by the curvatures. -/
theorem quadratic_form (H₀ : Matrix n n ℝ) (s y : ℕ → n → ℝ) (m : ℕ)
    (h : ∀ i < m, s i ⬝ᵥ y i ≠ 0) (x : n → ℝ) (c : Fin m → ℝ)
    (hc : c = ((upper s y m)⁻¹ * (history s m)ᵀ) *ᵥ x) :
    x ⬝ᵥ invHessian H₀ s y m *ᵥ x =
      (x - history y m *ᵥ c) ⬝ᵥ H₀ *ᵥ (x - history y m *ᵥ c)
      + ∑ i : Fin m, (s i ⬝ᵥ y i) * c i ^ 2 := by
  obtain ⟨W, hW, hP, hH⟩ := exists_coefficients H₀ s y m h
  have hcW : W *ᵥ x = c := by
    rw [hc, ← hW, ← Matrix.mul_assoc,
      Matrix.nonsing_inv_mul _ ((isUnit_det_upper_iff s y m).2 h), Matrix.one_mul]
  have hz : factorProduct s y m *ᵥ x = x - history y m *ᵥ c := by
    rw [hP, Matrix.sub_mulVec, Matrix.one_mulVec, ← Matrix.mulVec_mulVec, hcW]
  rw [hH, Matrix.add_mulVec, dotProduct_add]
  simp only [← Matrix.mulVec_mulVec]
  rw [Matrix.dotProduct_mulVec x (factorProduct s y m)ᵀ, Matrix.dotProduct_mulVec x Wᵀ,
    Matrix.vecMul_transpose, Matrix.vecMul_transpose, hz, hcW]
  refine congrArg₂ (· + ·) rfl ?_
  simp only [curvature, dotProduct, Matrix.mulVec_diagonal]
  exact Finset.sum_congr rfl fun i _ => by ring

/-- If `H₀` has a positive quadratic form and all curvatures are positive, the updated
inverse Hessian has a positive quadratic form. -/
theorem invHessian_pos (H₀ : Matrix n n ℝ) (s y : ℕ → n → ℝ) (m : ℕ)
    (h : ∀ i < m, 0 < s i ⬝ᵥ y i) (hH : ∀ x : n → ℝ, x ≠ 0 → 0 < x ⬝ᵥ H₀ *ᵥ x)
    (x : n → ℝ) (hx : x ≠ 0) : 0 < x ⬝ᵥ invHessian H₀ s y m *ᵥ x := by
  obtain ⟨c, hc⟩ : ∃ c, c = ((upper s y m)⁻¹ * (history s m)ᵀ) *ᵥ x := ⟨_, rfl⟩
  rw [quadratic_form H₀ s y m (fun i hi => (h i hi).ne') x c hc]
  have hnn : ∀ i ∈ (Finset.univ : Finset (Fin m)), 0 ≤ (s i ⬝ᵥ y i) * c i ^ 2 :=
    fun i _ => mul_nonneg (h i i.isLt).le (sq_nonneg _)
  by_cases hz : x - history y m *ᵥ c = 0
  · -- the first term vanishes, so some coefficient must be nonzero
    have hc0 : c ≠ 0 := by
      intro h0
      rw [h0, Matrix.mulVec_zero, sub_zero] at hz
      exact hx hz
    obtain ⟨i, hi⟩ := Function.ne_iff.1 hc0
    have hi' : c i ≠ 0 := hi
    rw [hz, zero_dotProduct, zero_add]
    exact Finset.sum_pos' hnn
      ⟨i, Finset.mem_univ i, mul_pos (h i i.isLt) (pow_pos_of_ne hi')⟩
  · exact add_pos_of_pos_of_nonneg (hH _ hz) (Finset.sum_nonneg hnn)
where
  pow_pos_of_ne {t : ℝ} (ht : t ≠ 0) : 0 < t ^ 2 := by positivity

end

end CompactLBFGS
```

```lean
#print axioms CompactLBFGS.invHessian_compact
-- 'CompactLBFGS.invHessian_compact' depends on axioms: [propext, Classical.choice, Quot.sound]
#print axioms CompactLBFGS.invHessian_correction
-- 'CompactLBFGS.invHessian_correction' depends on axioms: [propext, Classical.choice, Quot.sound]
#print axioms CompactLBFGS.invHessian_pos
-- 'CompactLBFGS.invHessian_pos' depends on axioms: [propext, Classical.choice, Quot.sound]
```

In a geometry optimisation, s_i is the displacement between two successive structures and y_i is the corresponding change of the energy gradient. The number d_i = s_iᵀ y_i is called the curvature here: for a smooth energy it is the second derivative along the step, averaged over the step and multiplied by |s_i|². With the factor

V_i = I − y_i s_iᵀ / d_i

one update of the approximate inverse Hessian reads

H_{i+1} = V_iᵀ H_i V_i + s_i s_iᵀ / d_i.

These are `factor` and `update` in the code, and `invHessian H₀ s y m` is the result of m such updates, oldest pair first. The finite index type `n` labels the coordinates. The histories `s` and `y` are sequences of real vectors, of which `history` collects the first m as columns, so it gives S and Y. The matrices R and D are `upper s y m` and `curvature s y m`.

The theorem `invHessian_compact` is the displayed formula. Its only hypothesis, `∀ i < m, s i ⬝ᵥ y i ≠ 0`, says that no update divides by zero. H₀ need not be symmetric, and the pairs need not come from an actual energy surface. For m = 0 the matrices S and Y have no columns and the formula reduces to H₀.

For limited-memory optimisation of molecular geometries, the formula means that H_m can be applied to a gradient using only the stored vectors, a small m × m triangular matrix and products with H₀, in exact arithmetic and for a fixed list of pairs. When old pairs are discarded, the retained ones are renumbered from 0 and H₀ is the matrix from which the updates restart. Rounding errors, line searches and convergence are not part of the model.

The derivation rests on a coefficient matrix W_m with m rows that satisfies three equations at once:

R_m W_m = S_mᵀ

V_0 V_1 ⋯ V_{m−1} = I − Y_m W_m

H_m = P_mᵀ H₀ P_m + W_mᵀ D_m W_m

Here P_m is the product of factors in the second equation, and the subscript on S, Y, R and D records the number of pairs. For m = 0 the product is I, W_0 has no rows, and all three equations hold. When the pair (s_m, y_m) is added, multiply the old rows of W_m by V_m and append one new row:

W_{m+1} = [ W_m V_m ; s_mᵀ / d_m ].

The matrix R_{m+1} has R_m in its upper left block, the column S_mᵀ y_m to the right of it, zeros below it and d_m in the corner. The last row of R_{m+1} W_{m+1} is therefore d_m s_mᵀ / d_m = s_mᵀ. The rows above it are

R_m W_m V_m + S_mᵀ y_m s_mᵀ / d_m = S_mᵀ (V_m + y_m s_mᵀ / d_m) = S_mᵀ,

which proves the first equation. For the second,

P_{m+1} = (I − Y_m W_m) V_m = I − y_m s_mᵀ / d_m − Y_m W_m V_m = I − Y_{m+1} W_{m+1}.

For the third, insert the expression for H_m into the update:

H_{m+1} = P_{m+1}ᵀ H₀ P_{m+1} + (W_m V_m)ᵀ D_m (W_m V_m) + s_m s_mᵀ / d_m.

The last two terms are W_{m+1}ᵀ D_{m+1} W_{m+1}, because the new row contributes d_m (s_m / d_m)(s_m / d_m)ᵀ.

It remains to solve for W_m. Since R is triangular, its determinant is the product of the d_i, so R is invertible and W_m = R⁻¹ Sᵀ. Substituting this into the second and third equations gives the compact form.

The Lean proof follows the same route. `exists_coefficients` carries out the induction. It builds the enlarged matrix `W'` with `Fin.snoc`, and `Fin.sum_univ_castSucc` splits each sum into the old terms and the new one. The intermediate statements `hA` and `hB` are the splittings of Y_{m+1} W_{m+1} and W_{m+1}ᵀ D_{m+1} W_{m+1}, while `Fin.lastCases` separates the last row of the triangular system from the earlier ones. `det_upper` and `isUnit_det_upper_iff` supply the invertibility of R, with which `factorProduct_compact` and `invHessian_compact` eliminate W.

Multiplying out the compact form gives `invHessian_correction`, which writes H_m as H₀ plus terms built from S, Y, H₀Y and YᵀH₀. The theorem `quadratic_form` evaluates H_m on a vector x. With c = R⁻¹ Sᵀ x,

xᵀ H_m x = (x − Yc)ᵀ H₀ (x − Yc) + Σ_i d_i c_i².

This follows from P_m x = x − Yc and W_m x = c.

If H₀ has a positive quadratic form and all d_i are positive, then so does H_m; this is `invHessian_pos`. Either x − Yc is nonzero and the first term is positive, or x = Yc, in which case x ≠ 0 forces c ≠ 0 and the sum is positive. The proof makes the same case distinction with `by_cases`. Consequently −H_m g is a descent direction for every nonzero gradient g.

Nonzero curvatures are not enough for this positivity. In one dimension take H₀ = 1, s_0 = 1 and y_0 = −1, so that d_0 = −1. Then V_0 = 0 and H_1 = s_0² / d_0 = −1. The compact form still holds, but the step −H_1 g now points uphill.

Exchanging the roles of s and y in the same argument gives the compact form of the DFP update, which acts on an approximate Hessian B instead of its inverse:

B_m = (I − Y T⁻ᵀ Sᵀ) B₀ (I − S T⁻¹ Yᵀ) + Y T⁻ᵀ D T⁻¹ Yᵀ,

where B₀ is the starting matrix and T is the upper triangular part of YᵀS including its diagonal.
